# Conserved Majorana link operators on graphs with properly three-coloured edges

Place a spin ½ on each vertex of a graph and couple neighbours through one spin component, selected by the colour of the edge. If edges that meet always differ in colour, then in Majorana form each coupling is, up to a phase, a link operator times two further Majoranas, and every link operator commutes with all the couplings. The link operators form a static gauge field.

This is the step that turns Kitaev's honeycomb model into free fermions; it is derived here in the enlarged Majorana space, without the projection back to spin states.

```lean
import Mathlib

namespace StaticGaugeField

noncomputable section
```

The Majoranas are elements $\gamma_p$ of a ring with $\gamma_p^2=1$ and $\gamma_p\gamma_q=-\gamma_q\gamma_p$ for $p\neq q$. No adjoint is assumed, so Hermiticity plays no part.

```lean
/-- A Majorana family: each member squares to one and distinct members anticommute. -/
structure IsMajorana {n A : Type*} [Ring A] (γ : n → A) : Prop where
  sq : ∀ p, γ p * γ p = 1
  anti : ∀ p q, p ≠ q → γ p * γ q = -(γ q * γ p)
```

The function `colour` is defined on all pairs of vertices, but only its values on edges matter. The field `proper` says that two edges $jk$ and $jl$ of equal colour are the same edge.

```lean
/-- A colouring of the edges by three colours in which two different edges that meet
at a vertex have different colours. -/
structure ThreeColouring {V : Type*} (G : SimpleGraph V) where
  colour : V → V → Fin 3
  symm : ∀ j k, colour j k = colour k j
  proper : ∀ j k l, G.Adj j k → G.Adj j l → colour j k = colour j l → k = l
```

### (a) Moving a pair past a third Majorana

Show that a product of two Majoranas commutes with any Majorana different from both:
$$\gamma_p\gamma_q\gamma_r=\gamma_r\gamma_p\gamma_q\qquad(r\neq p,\ r\neq q).$$

Exchange $\gamma_r$ first with $\gamma_q$, then with $\gamma_p$:
$$\gamma_p\gamma_q\gamma_r=-\gamma_p\gamma_r\gamma_q=\gamma_r\gamma_p\gamma_q .$$
The two exchanges are `h2` and `h1` in the proof.

```lean
/-- The product of two Majoranas commutes with any Majorana different from both. -/
theorem IsMajorana.pair_commute {n A : Type*} [Ring A] {γ : n → A} (h : IsMajorana γ)
    {p q r : n} (hp : r ≠ p) (hq : r ≠ q) : Commute (γ p * γ q) (γ r) := by
  have h1 := h.anti r p hp
  have h2 := h.anti r q hq
  show γ p * γ q * γ r = γ r * (γ p * γ q)
  rw [← mul_assoc, h1, neg_mul, mul_assoc (γ p) (γ r), h2]
  noncomm_ring
```

### (b) Factorising an edge term

Each vertex $j$ carries four Majoranas: $b_j^a$ for the colours $a=0,1,2$ (read $x,y,z$), and $c_j$. The index `some a` selects $b_j^a$, and `none` selects $c_j$.

```lean
variable {V A : Type*} [Ring A]

/-- The Majorana `b_j^a` of colour `a` at vertex `j`. -/
def b (γ : V × Option (Fin 3) → A) (a : Fin 3) (j : V) : A := γ (j, some a)

/-- The Majorana `c_j` at vertex `j`. -/
def c (γ : V × Option (Fin 3) → A) (j : V) : A := γ (j, none)
```

From here on the ring is a complex algebra. The operator called `spin` is $s_j^a=i\,b_j^ac_j$. It squares to one, so it stands for a Pauli matrix and not for a spin-½ operator with eigenvalues $\pm\tfrac12$.

```lean
variable [Algebra ℂ A]

/-- The spin component `s_j^a = i b_j^a c_j`. -/
def spin (γ : V × Option (Fin 3) → A) (a : Fin 3) (j : V) : A :=
  Complex.I • (b γ a j * c γ j)

/-- The edge term `s_j^a s_k^a`. -/
def edgeTerm (γ : V × Option (Fin 3) → A) (a : Fin 3) (j k : V) : A :=
  spin γ a j * spin γ a k
```

The link operator is $u_{jk}=i\,b_j^ab_k^a$. Its colour $a$ is left out of the symbol but is an argument of `link`.

```lean
/-- The link operator `u_jk = i b_j^a b_k^a`. -/
def link (γ : V × Option (Fin 3) → A) (a : Fin 3) (j k : V) : A :=
  Complex.I • (b γ a j * b γ a k)
```

Express the edge term through the link operator:
$$s_j^as_k^a=-i\,u_{jk}\,c_jc_k .$$

Move $c_j$ past $b_k^a$, which costs one sign:
$$s_j^as_k^a=i^2\,b_j^ac_jb_k^ac_k=b_j^ab_k^a\,c_jc_k .$$
Since $b_j^ab_k^a=-i\,u_{jk}$, the result follows. In the proof, `key` is the exchange, and the `simp only` line collects the factors of $i$.

```lean
variable {γ : V × Option (Fin 3) → A}

/-- The edge term factorises as `s_j^a s_k^a = -i u_jk c_j c_k`. -/
theorem edgeTerm_eq (h : IsMajorana γ) (a : Fin 3) (j k : V) :
    edgeTerm γ a j k = (-Complex.I) • (link γ a j k * (c γ j * c γ k)) := by
  have hcb : c γ j * b γ a k = -(b γ a k * c γ j) :=
    h.anti (j, none) (k, some a) (by simp)
  -- moving `c_j` past `b_k` costs one sign
  have key : b γ a j * c γ j * (b γ a k * c γ k)
      = -(b γ a j * b γ a k * (c γ j * c γ k)) := by
    calc _ = b γ a j * (c γ j * b γ a k) * c γ k := by noncomm_ring
      _ = _ := by rw [hcb]; noncomm_ring
  simp only [edgeTerm, spin, link, smul_mul_assoc, mul_smul_comm, smul_smul]
  rw [key, neg_mul, Complex.I_mul_I]
  simp
```

### (c) Reversing a link

For $j\neq k$, find the effect of exchanging the ends:
$$u_{kj}=-u_{jk}.$$

The two $b$ Majoranas are distinct, so $i\,b_k^ab_j^a=-i\,b_j^ab_k^a$. The product $c_jc_k$ changes sign as well, which leaves the edge term unchanged. Reversing $u_{jk}$ while keeping $c_jc_k$ in place flips the sign of the coupling.

```lean
/-- Reversing a link between distinct vertices changes its sign: `u_kj = -u_jk`. -/
theorem link_swap (h : IsMajorana γ) (a : Fin 3) {j k : V} (hjk : j ≠ k) :
    link γ a k j = -link γ a j k := by
  have hb : b γ a k * b γ a j = -(b γ a j * b γ a k) :=
    h.anti (k, some a) (j, some a) (by simpa using hjk.symm)
  rw [link, hb, smul_neg, link]
```

### (d) The square of a link

For $j\neq k$, show that
$$u_{jk}^2=1 .$$

One exchange in the middle gives
$$u_{jk}^2=-b_j^ab_k^ab_j^ab_k^a=(b_j^a)^2(b_k^a)^2=1 .$$
The step `e` evaluates the product of the four $b$ factors as $-1$.

```lean
/-- A link operator between distinct vertices squares to one. -/
theorem link_sq (h : IsMajorana γ) (a : Fin 3) {j k : V} (hjk : j ≠ k) :
    link γ a j k * link γ a j k = 1 := by
  have hb : b γ a k * b γ a j = -(b γ a j * b γ a k) :=
    h.anti (k, some a) (j, some a) (by simpa using hjk.symm)
  have hj : b γ a j * b γ a j = 1 := h.sq _
  have hk : b γ a k * b γ a k = 1 := h.sq _
  have e : b γ a j * b γ a k * (b γ a j * b γ a k) = -1 := by
    calc _ = b γ a j * (b γ a k * b γ a j) * b γ a k := by noncomm_ring
      _ = -((b γ a j * b γ a j) * (b γ a k * b γ a k)) := by rw [hb]; noncomm_ring
      _ = -1 := by rw [hj, hk, mul_one]
  simp only [link, smul_mul_assoc, mul_smul_comm, smul_smul, e, Complex.I_mul_I]
  simp
```

### (e) Links and the remaining Majoranas

Show that for every vertex $l$
$$[u_{jk},c_l]=0 .$$

No $c_l$ equals a $b$ Majorana, so (a) applies to the pair $b_j^a,b_k^a$. The factor $i$ does no harm.

```lean
/-- A link operator commutes with every `c_l`. -/
theorem link_commute_c (h : IsMajorana γ) (a : Fin 3) (j k l : V) :
    Commute (link γ a j k) (c γ l) :=
  (h.pair_commute (p := (j, some a)) (q := (k, some a)) (r := (l, none))
    (by simp) (by simp)).smul_left Complex.I
```

### (f) Links and spins without a shared $b$

Let $u_{jk}$ have colour $a$. Show that
$$[u_{jk},s_l^{a'}]=0\quad\text{if }(l,a')\neq(j,a)\text{ and }(l,a')\neq(k,a).$$

The condition says that $b_l^{a'}$ is neither $b_j^a$ nor $b_k^a$. Then $u_{jk}$ commutes with $b_l^{a'}$ by (a) and with $c_l$ by (e), hence with $i\,b_l^{a'}c_l$.

```lean
/-- A link operator commutes with every spin component that contains neither of its
two `b` Majoranas. -/
theorem link_commute_spin (h : IsMajorana γ) {a a' : Fin 3} {j k l : V}
    (hj : ¬(l = j ∧ a' = a)) (hk : ¬(l = k ∧ a' = a)) :
    Commute (link γ a j k) (spin γ a' l) := by
  have hb : Commute (link γ a j k) (b γ a' l) :=
    (h.pair_commute (p := (j, some a)) (q := (k, some a)) (r := (l, some a'))
      (by simpa using hj) (by simpa using hk)).smul_left Complex.I
  exact (hb.mul_right (link_commute_c h a j k l)).smul_right Complex.I
```

### (g) The static gauge field

Let $jk$ be an edge of colour $a$. Besides the factorisation in (b), show that for every edge $lm$, of colour $a'$,
$$[u_{jk},\,s_l^{a'}s_m^{a'}]=0 .$$

There are three cases.

1. If $l=j$ and $m=k$, the edge term is $-i\,u_{jk}c_jc_k$. The link commutes with itself and, by (e), with both $c$ factors.
2. If $l=k$ and $m=j$, then $u_{jk}=-u_{kj}$ by (c), and the first case applies to $u_{kj}$.
3. Otherwise the edges differ. If $b_l^{a'}$ were $b_j^a$, both edges would meet at $j$ with the same colour, and proper colouring would make them equal. The other three possible coincidences fail in the same way, so (f) applies to both spins.

In Lean, `self` handles the first case, `e1` and `e2` separate the cases, and the four final bullets exclude the four coincidences. The graph may be infinite.

```lean
/-- On a graph with properly three-coloured edges, each edge term is `-i u_jk c_j c_k`,
and `u_jk` commutes with the edge terms of all edges. -/
theorem static_gauge_field {G : SimpleGraph V} (h : IsMajorana γ) (χ : ThreeColouring G)
    {j k : V} (hjk : G.Adj j k) :
    edgeTerm γ (χ.colour j k) j k
        = (-Complex.I) • (link γ (χ.colour j k) j k * (c γ j * c γ k)) ∧
      ∀ l m, G.Adj l m →
        Commute (link γ (χ.colour j k) j k) (edgeTerm γ (χ.colour l m) l m) := by
  refine ⟨edgeTerm_eq h _ _ _, fun l m hlm => ?_⟩
  have self : ∀ (a : Fin 3) (x y : V), Commute (link γ a x y) (edgeTerm γ a x y) := by
    intro a x y
    rw [edgeTerm_eq h]
    exact ((Commute.refl _).mul_right
      ((link_commute_c h a x y x).mul_right (link_commute_c h a x y y))).smul_right _
  -- the same edge, in either direction
  by_cases e1 : l = j ∧ m = k
  · rw [e1.1, e1.2]
    exact self _ _ _
  by_cases e2 : l = k ∧ m = j
  · rw [e2.1, e2.2, χ.symm k j, link_swap h _ hjk.ne.symm]
    exact (self _ k j).neg_left
  -- a different edge: proper colouring keeps the `b` Majoranas apart
  refine Commute.mul_right (link_commute_spin h ?_ ?_) (link_commute_spin h ?_ ?_)
  · rintro ⟨hl, e⟩
    subst hl
    exact e1 ⟨rfl, χ.proper _ _ _ hlm hjk e⟩
  · rintro ⟨hl, e⟩
    subst hl
    exact e2 ⟨rfl, χ.proper _ _ _ hlm hjk.symm (e.trans (χ.symm _ _))⟩
  · rintro ⟨hm, e⟩
    subst hm
    exact e2 ⟨χ.proper _ _ _ hlm.symm hjk ((χ.symm _ _).trans e), rfl⟩
  · rintro ⟨hm, e⟩
    subst hm
    exact e1 ⟨χ.proper _ _ _ hlm.symm hjk.symm
      ((χ.symm _ _).trans (e.trans (χ.symm _ _))), rfl⟩
```

### (h) A Hamiltonian quadratic in $c$

On a finite graph, let $J_a$ be a real coupling for each colour, and write $j\sim k$ for neighbours and $a$ for the colour of $jk$. The Hamiltonian is
$$H=-\tfrac12\sum_j\sum_{k\sim j}J_a\,s_j^as_k^a .$$
Each edge occurs in both directions with equal terms, hence the factor one half.

```lean
/-- The Hamiltonian `-∑ J_a s_j^a s_k^a` over the edges of a finite graph, written as half
the sum over ordered pairs of neighbours. -/
def hamiltonian [Fintype V] {G : SimpleGraph V} [DecidableRel G.Adj]
    (χ : ThreeColouring G) (J : Fin 3 → ℝ) (γ : V × Option (Fin 3) → A) : A :=
  -∑ j, ∑ k, if G.Adj j k then
    ((J (χ.colour j k) : ℂ) / 2) • edgeTerm γ (χ.colour j k) j k else 0
```

Show that
$$H=\sum_j\sum_{k\sim j}\frac{iJ_a}{2}\,u_{jk}c_jc_k,\qquad [u_{jk},H]=0\ \text{ for every edge } jk.$$

Insert (b) and use $-\tfrac12J_a\cdot(-i)=\tfrac{i}{2}J_a$. The commutator vanishes term by term because of (g). The proof treats the summands in the same way, with `split_ifs` separating neighbours from other pairs.

```lean
/-- The Hamiltonian is a sum of terms `(i J_a / 2) u_jk c_j c_k` over ordered pairs of
neighbours, and every link operator on an edge commutes with it. -/
theorem hamiltonian_gauge [Fintype V] {G : SimpleGraph V} [DecidableRel G.Adj]
    (h : IsMajorana γ) (χ : ThreeColouring G) (J : Fin 3 → ℝ) :
    hamiltonian χ J γ = (∑ j, ∑ k, if G.Adj j k then
        (Complex.I * (J (χ.colour j k) : ℂ) / 2) •
          (link γ (χ.colour j k) j k * (c γ j * c γ k)) else 0) ∧
      ∀ j k, G.Adj j k → Commute (link γ (χ.colour j k) j k) (hamiltonian χ J γ) := by
  constructor
  · rw [hamiltonian, ← Finset.sum_neg_distrib]
    refine Finset.sum_congr rfl fun j _ => ?_
    rw [← Finset.sum_neg_distrib]
    refine Finset.sum_congr rfl fun k _ => ?_
    split_ifs
    · rw [edgeTerm_eq h, smul_smul, ← neg_smul]
      congr 1
      ring
    · exact neg_zero
  · intro j k hjk
    refine Commute.neg_right (Commute.sum_right _ _ _ fun l _ =>
      Commute.sum_right _ _ _ fun m _ => ?_)
    split_ifs with hlm
    · exact ((static_gauge_field h χ hjk).2 l m hlm).smul_right _
    · exact Commute.zero_right _
```

Links on different edges share no $b$ Majorana, so they also commute with one another and can take definite values together. In a calculation, one chooses a sign $u_{jk}=-u_{kj}=\pm1$ for each edge and builds the real antisymmetric matrix $M_{jk}=2J_au_{jk}$, with zeros for non-neighbours. The non-zero eigenvalues of $iM$ come in pairs $\pm\varepsilon_m$ with $\varepsilon_m>0$, and the lowest energy for that choice in the enlarged space is $-\tfrac12\sum_m\varepsilon_m$. A single edge gives $\varepsilon=2|J_a|$ and energy $-|J_a|$. This diagonalisation goes further than the theorems.

For actual spins one must also impose $b_j^0b_j^1b_j^2c_j=1$ at each vertex, because only then does $s_j^0s_j^1s_j^2=i$ hold, as for Pauli matrices. That projection is the step missing between this model and the spin system. It can exclude the lowest state found for a given choice of signs.

### (i) Two edges of one colour at a vertex

Let $j,k,l$ be distinct, and let $jk$ and $jl$ both have colour $a$. Show that
$$u_{jk}\,s_j^as_l^a=-\,s_j^as_l^a\,u_{jk}.$$

The link and $s_j^a$ share exactly one Majorana, $b_j^a$. Since $b_j^ab_k^a$ anticommutes with $b_j^a$ and commutes with $c_j$, we get $u_{jk}s_j^a=-s_j^au_{jk}$, which is `hs`. By (f), $u_{jk}$ commutes with $s_l^a$, which is `hl`. Hence $u_{jk}$ anticommutes with the edge term $s_j^as_l^a$. These two are invertible, so in a non-zero algebra they do not commute, and conservation of this link term by term fails.

```lean
/-- If two edges `jk` and `jl` with distinct ends carry the same colour, then `u_jk`
anticommutes with the edge term of `jl`. -/
theorem improper_anticommute (h : IsMajorana γ) (a : Fin 3) {j k l : V}
    (hjk : j ≠ k) (hjl : j ≠ l) (hkl : k ≠ l) :
    link γ a j k * edgeTerm γ a j l = -(edgeTerm γ a j l * link γ a j k) := by
  have h1 : b γ a k * b γ a j = -(b γ a j * b γ a k) :=
    h.anti (k, some a) (j, some a) (by simpa using hjk.symm)
  have h2 : c γ j * b γ a k = -(b γ a k * c γ j) :=
    h.anti (j, none) (k, some a) (by simp)
  have h3 : c γ j * b γ a j = -(b γ a j * c γ j) :=
    h.anti (j, none) (j, some a) (by simp)
  -- the shared Majorana `b_j` produces the sign
  have hs : link γ a j k * spin γ a j = -(spin γ a j * link γ a j k) := by
    simp only [link, spin, smul_mul_assoc, mul_smul_comm, smul_smul]
    rw [← smul_neg]
    congr 1
    calc b γ a j * b γ a k * (b γ a j * c γ j)
        = b γ a j * (b γ a k * b γ a j) * c γ j := by noncomm_ring
      _ = -(b γ a j * b γ a j * (b γ a k * c γ j)) := by rw [h1]; noncomm_ring
      _ = b γ a j * b γ a j * (c γ j * b γ a k) := by rw [h2]; noncomm_ring
      _ = -(b γ a j * (-(b γ a j * c γ j)) * b γ a k) := by noncomm_ring
      _ = -(b γ a j * c γ j * (b γ a j * b γ a k)) := by rw [← h3]; noncomm_ring
  have hl : Commute (link γ a j k) (spin γ a l) :=
    link_commute_spin h (fun e => hjl e.1.symm) (fun e => hkl e.1.symm)
  calc link γ a j k * (spin γ a j * spin γ a l)
      = link γ a j k * spin γ a j * spin γ a l := (mul_assoc _ _ _).symm
    _ = -(spin γ a j * (link γ a j k * spin γ a l)) := by rw [hs]; noncomm_ring
    _ = -(spin γ a j * spin γ a l * link γ a j k) := by rw [hl.eq, mul_assoc]
```

### (j) A colouring and a Majorana family

The complete graph on four vertices has a proper colouring in which opposite edges share a colour. Lean checks it by running through all cases.

```lean
/-- The tetrahedron with opposite edges in the same colour. -/
def tetrahedron : ThreeColouring (⊤ : SimpleGraph (Fin 4)) where
  colour j k := (![![0, 0, 1, 2], ![0, 0, 2, 1], ![1, 2, 0, 0], ![2, 1, 0, 0]] :
    Fin 4 → Fin 4 → Fin 3) j k
  symm := by decide
  proper := by
    simp only [SimpleGraph.top_adj]
    decide
```

For a finite index set $n$, take the Clifford algebra of $Q(v)=\sum_pv_p^2$ on complex vectors, and let $e_p$ be the generator of the $p$-th basis vector.

```lean
/-- The sum of squares as a quadratic form on complex vectors. -/
def sumSq (n : Type*) [Fintype n] : QuadraticForm ℂ (n → ℂ) :=
  QuadraticMap.weightedSumSquares ℂ (fun _ : n => (1 : ℂ))

/-- The generators of the complex Clifford algebra of the sum of squares. -/
def cliffordMajorana (n : Type*) [Fintype n] [DecidableEq n] (p : n) :
    CliffordAlgebra (sumSq n) :=
  CliffordAlgebra.ι (sumSq n) (Pi.single p 1)
```

Show that the algebra is non-zero and that
$$e_p^2=1,\qquad e_pe_q+e_qe_p=0\quad(p\neq q).$$

In a Clifford algebra a vector squares to its value under $Q$, which is one for a basis vector. The anticommutator of two generators is $Q(v+w)-Q(v)-Q(w)=2\sum_rv_rw_r$, where $v$ and $w$ are their vectors; it vanishes for distinct basis vectors. As a vector space the algebra is equivalent to the exterior algebra, which is non-zero. The tetrahedron needs sixteen generators, four for each vertex.

```lean
/-- The Clifford generators form a Majorana family for any finite set of modes, in an
algebra that is not zero. -/
theorem majorana_witness (n : Type*) [Fintype n] [DecidableEq n] :
    IsMajorana (cliffordMajorana n) ∧ Nontrivial (CliffordAlgebra (sumSq n)) := by
  refine ⟨⟨fun p => ?_, fun p q hpq => ?_⟩, ?_⟩
  · have hQ : sumSq n (Pi.single p 1) = 1 := by
      simp [sumSq, QuadraticMap.weightedSumSquares_apply, Pi.single_apply]
    rw [cliffordMajorana, CliffordAlgebra.ι_sq_scalar, hQ, map_one]
  · -- distinct basis vectors are orthogonal
    have hQ : QuadraticMap.polar (sumSq n) (Pi.single p 1) (Pi.single q 1) = 0 := by
      simp only [QuadraticMap.polar, sumSq, QuadraticMap.weightedSumSquares_apply,
        ← Finset.sum_sub_distrib]
      refine Finset.sum_eq_zero fun i _ => ?_
      have hx : (Pi.single p 1 : n → ℂ) i * (Pi.single q 1 : n → ℂ) i = 0 := by
        by_cases hi : i = p
        · subst hi
          simp [hpq]
        · simp [Pi.single_apply, hi]
      simp only [Pi.add_apply, smul_eq_mul]
      linear_combination 2 * hx
    apply eq_neg_of_add_eq_zero_left
    rw [cliffordMajorana, cliffordMajorana, CliffordAlgebra.ι_mul_ι_add_swap, hQ, map_zero]
  · have : Invertible (2 : ℂ) := invertibleOfNonzero two_ne_zero
    exact (CliffordAlgebra.equivExterior (sumSq n)).toEquiv.nontrivial

end

end StaticGaugeField
```

```lean
#print axioms StaticGaugeField.link_sq
#print axioms StaticGaugeField.static_gauge_field
#print axioms StaticGaugeField.hamiltonian_gauge
#print axioms StaticGaugeField.improper_anticommute
```

```
'StaticGaugeField.link_sq' depends on axioms: [propext, Classical.choice, Quot.sound]
'StaticGaugeField.static_gauge_field' depends on axioms: [propext, Classical.choice, Quot.sound]
'StaticGaugeField.hamiltonian_gauge' depends on axioms: [propext, Classical.choice, Quot.sound]
'StaticGaugeField.improper_anticommute' depends on axioms: [propext, Classical.choice, Quot.sound]
```
